# The second-order energy of a one-dimensional polaron with constant coupling diverges at the phonon-emission threshold

## Does the shift really go to minus infinity at $p=\sqrt2$?

I set $\hbar=1$ and take an electron of momentum $p$ on a line, with its mass, the phonon energy and the coupling strength all equal to one. Second-order perturbation theory gives me the self-energy

$$-\int_{-\infty}^{\infty}\frac{dq}{1+q^2/2-pq}=-\frac{2\pi}{\sqrt{2-p^2}},\qquad |p|<\sqrt2 .$$

It should tend to $-\infty$ as $p$ rises to $\sqrt2$, where the electron can first emit a real phonon. I would like to see this made rigorous and checked by machine, preferably with the units restored.

## The self-energy as a Lorentzian integral

Let $m>0$ be the electron mass, $\omega$ the phonon energy, the same for every phonon momentum $q$, and $\varepsilon_p=p^2/2m$ the kinetic energy. The one-phonon self-energy at energy $E$ is

$$\Sigma(p,E)=-g^2\int_{-\infty}^{\infty}\frac{dq}{\varepsilon_{p-q}+\omega-E}.$$

The constant $g$ stands for a momentum-independent electron-phonon matrix element, with the $1/2\pi$ of the mode sum absorbed into $g^2$.

For $E<\omega$ put $\kappa=\sqrt{2m(\omega-E)}>0$. The denominator is $((p-q)^2+\kappa^2)/2m$, so the substitution $k=p-q$ gives

$$\Sigma(p,E)=-2mg^2\int_{-\infty}^{\infty}\frac{dk}{k^2+\kappa^2}=-\frac{2\pi m g^2}{\kappa}.$$

Rayleigh-Schroedinger theory sets $E=\varepsilon_p$. Then $\kappa^2=2m\omega-p^2$, which is positive when $|p|<\sqrt{2m\omega}$, and the shift is

$$\Sigma(p,\varepsilon_p)=-\frac{2\pi m g^2}{\sqrt{2m\omega-p^2}}.$$

For $m=\omega=g=1$ the denominator of the integrand is $(p-q)^2/2+1-p^2/2=1+q^2/2-pq$, and your formula follows. As $p$ rises to $\sqrt{2m\omega}$, with $\omega>0$ and $g\neq0$, the square root tends to zero through positive values and the shift tends to $-\infty$.

This momentum is the emission threshold: energy conservation, $\varepsilon_{p-q}+\omega=\varepsilon_p$, means $(p-q)^2=p^2-2m\omega$, which has a real solution $q$ exactly when $p^2\ge 2m\omega$.

Brillouin-Wigner theory keeps $E$ self-consistent: $E=\varepsilon_p+\Sigma(p,E)$. With $u=\kappa$ and $E=\omega-u^2/2m$, multiplying by $2mu$ gives

$$u^3+2m(\varepsilon_p-\omega)u-4\pi m^2g^2=0.$$

For $g\neq0$ the left side is negative at $u=0$ and positive for large $u$, so a positive root exists. The solution $E<\omega$ is unique, because $\Sigma$ strictly decreases in $E$ while $E-\varepsilon_p$ strictly increases.

Thus, in this one-phonon model with constant coupling, the expansion about the free energy fails at the threshold, while the self-consistent equation still has a solution there.

```lean
import Mathlib

open Real MeasureTheory Filter Topology Set

namespace OneDimensionalPolaron

noncomputable section

/-- Kinetic energy of an electron of mass `m` and momentum `p`. -/
def kinetic (m p : ℝ) : ℝ := p ^ 2 / (2 * m)

/-- One-phonon self-energy at energy `E`: the electron of momentum `p` emits and reabsorbs a
phonon of momentum `q` and energy `ω`, with coupling strength `g`. -/
def selfEnergy (m ω g p E : ℝ) : ℝ :=
  -(g ^ 2 * ∫ q : ℝ, 1 / (kinetic m (p - q) + ω - E))

/-- Second-order Rayleigh-Schroedinger shift: the self-energy at the free electron energy. -/
def rsShift (m ω g p : ℝ) : ℝ := selfEnergy m ω g p (kinetic m p)

variable {m ω g p E : ℝ}

/-- Below the phonon energy, the inverse energy denominator is a Lorentzian in the momentum
of the recoiling electron. -/
theorem propagator_eq (hm : 0 < m) (hE : E < ω) (q : ℝ) :
    1 / (kinetic m (p - q) + ω - E)
      = 1 / (ω - E) * (1 + ((p - q) / √(2 * m * (ω - E))) ^ 2)⁻¹ := by
  have ha : 0 < ω - E := sub_pos.2 hE
  have hne : ω - E ≠ 0 := ha.ne'
  have key : kinetic m (p - q) + ω - E
      = (ω - E) * (1 + (p - q) ^ 2 / (2 * m * (ω - E))) := by
    unfold kinetic
    field_simp
    ring
  rw [div_pow, Real.sq_sqrt (mul_pos (mul_pos two_pos hm) ha).le, key, one_div, mul_inv, one_div]

/-- Below the phonon energy, the integrand of the self-energy is integrable over all phonon
momenta. -/
theorem integrable_propagator (hm : 0 < m) (hE : E < ω) :
    Integrable (fun q : ℝ => 1 / (kinetic m (p - q) + ω - E)) := by
  have hc : 0 < √(2 * m * (ω - E)) :=
    Real.sqrt_pos.2 (mul_pos (mul_pos two_pos hm) (sub_pos.2 hE))
  have h := ((integrable_inv_one_add_sq.comp_div hc.ne').comp_sub_left p).const_mul (1 / (ω - E))
  rw [funext (propagator_eq (p := p) hm hE)]
  exact h

/-- Closed form of the one-phonon self-energy at any energy below the phonon energy. -/
theorem selfEnergy_eq (hm : 0 < m) (hE : E < ω) :
    selfEnergy m ω g p E = -(2 * π * m * g ^ 2 / √(2 * m * (ω - E))) := by
  have ha : 0 < ω - E := sub_pos.2 hE
  have hpos : 0 < 2 * m * (ω - E) := mul_pos (mul_pos two_pos hm) ha
  have hsq := Real.sq_sqrt hpos.le
  have hc := Real.sqrt_pos.2 hpos
  unfold selfEnergy
  rw [funext (propagator_eq (p := p) hm hE)]
  generalize √(2 * m * (ω - E)) = c at hsq hc ⊢
  -- translate and rescale the momentum to reach the standard Lorentzian
  have h1 : ∫ q : ℝ, (1 + ((p - q) / c) ^ 2)⁻¹ = ∫ x : ℝ, (1 + (x / c) ^ 2)⁻¹ :=
    integral_sub_left_eq_self (fun x : ℝ => (1 + (x / c) ^ 2)⁻¹) volume p
  have h2 : ∫ x : ℝ, (1 + (x / c) ^ 2)⁻¹ = |c| • ∫ x : ℝ, (1 + x ^ 2)⁻¹ :=
    Measure.integral_comp_div (fun x : ℝ => (1 + x ^ 2)⁻¹) c
  have h3 : 1 / (ω - E) * c = 2 * m / c := by
    rw [div_mul_eq_mul_div, one_mul, div_eq_div_iff ha.ne' hc.ne']
    linear_combination hsq
  rw [integral_const_mul, h1, h2, integral_univ_inv_one_add_sq, abs_of_pos hc, smul_eq_mul]
  linear_combination (-g ^ 2 * π) * h3

/-- Second-order energy shift of the one-dimensional polaron for momenta below the
phonon-emission threshold `√(2mω)`. -/
theorem rsShift_eq (hm : 0 < m) (hp : |p| < √(2 * m * ω)) :
    rsShift m ω g p = -(2 * π * m * g ^ 2 / √(2 * m * ω - p ^ 2)) := by
  have h := (Real.lt_sqrt (abs_nonneg p)).1 hp
  rw [sq_abs] at h
  have hE : kinetic m p < ω := by
    unfold kinetic
    rw [div_lt_iff₀ (mul_pos two_pos hm)]
    linarith
  have hk : kinetic m p * (2 * m) = p ^ 2 := div_mul_cancel₀ _ (mul_pos two_pos hm).ne'
  have he : 2 * m * (ω - kinetic m p) = 2 * m * ω - p ^ 2 := by linear_combination -hk
  rw [rsShift, selfEnergy_eq hm hE, he]

/-- For positive phonon energy and nonzero coupling, the second-order energy shift tends to minus
infinity as the momentum approaches the phonon-emission threshold from below. -/
theorem rsShift_tendsto_atBot (hm : 0 < m) (hω : 0 < ω) (hg : g ≠ 0) :
    Tendsto (rsShift m ω g) (𝓝[<] √(2 * m * ω)) atBot := by
  have hpos : 0 < 2 * m * ω := by positivity
  have hP := Real.sqrt_pos.2 hpos
  have hev : ∀ᶠ x in 𝓝[<] √(2 * m * ω), |x| < √(2 * m * ω) := by
    filter_upwards [Ioo_mem_nhdsLT (show -√(2 * m * ω) < √(2 * m * ω) by linarith)] with x hx
    exact abs_lt.2 hx
  -- the square root in the denominator tends to zero through positive values
  have h0 : Tendsto (fun x : ℝ => √(2 * m * ω - x ^ 2)) (𝓝[<] √(2 * m * ω)) (𝓝[>] 0) := by
    refine tendsto_nhdsWithin_iff.2 ⟨?_, ?_⟩
    · have hcont : Continuous (fun x : ℝ => √(2 * m * ω - x ^ 2)) := by fun_prop
      have h := (hcont.tendsto √(2 * m * ω)).mono_left
        (nhdsWithin_le_nhds (s := Iio √(2 * m * ω)))
      rwa [Real.sq_sqrt hpos.le, sub_self, Real.sqrt_zero] at h
    · filter_upwards [hev] with x hx
      have h := (Real.lt_sqrt (abs_nonneg x)).1 hx
      rw [sq_abs] at h
      exact Real.sqrt_pos.2 (sub_pos.2 h)
  have hC : 0 < 2 * π * m * g ^ 2 := by positivity
  have h1 := tendsto_neg_atTop_atBot.comp
    ((tendsto_inv_nhdsGT_zero.comp h0).const_mul_atTop hC)
  refine h1.congr' ?_
  filter_upwards [hev] with x hx
  rw [rsShift_eq hm hx, div_eq_mul_inv]
  rfl

/-- For mass, phonon energy and coupling all equal to one, the second-order self-energy is `-2π/√(2
- p²)` for `|p| < √2`, and it tends to minus infinity as `p` approaches `√2` from below. -/
theorem polaron_selfEnergy_units :
    (∀ p : ℝ, |p| < √2 →
      -∫ q : ℝ, 1 / (1 + q ^ 2 / 2 - p * q) = -(2 * π / √(2 - p ^ 2))) ∧
    Tendsto (fun p : ℝ => -∫ q : ℝ, 1 / (1 + q ^ 2 / 2 - p * q)) (𝓝[<] √2) atBot := by
  have h : ∀ p : ℝ, rsShift 1 1 1 p = -∫ q : ℝ, 1 / (1 + q ^ 2 / 2 - p * q) := by
    intro p
    have hf : ∀ q : ℝ, kinetic 1 (p - q) + 1 - kinetic 1 p = 1 + q ^ 2 / 2 - p * q := by
      intro q
      unfold kinetic
      ring
    simp only [rsShift, selfEnergy, hf, one_pow, one_mul]
  have h2 : (2 * 1 * 1 : ℝ) = 2 := by norm_num
  constructor
  · intro p hp
    rw [← h p, rsShift_eq one_pos (by rwa [h2]), h2]
    simp only [one_pow, mul_one]
  · have ht := rsShift_tendsto_atBot (m := 1) (ω := 1) (g := 1) one_pos one_pos one_ne_zero
    rw [h2] at ht
    exact ht.congr h

/-- A free electron can emit a phonon with energy and momentum conserved exactly when its
momentum is at least `√(2mω)` in magnitude. -/
theorem emission_iff (hm : 0 < m) :
    (∃ q, kinetic m (p - q) + ω = kinetic m p) ↔ √(2 * m * ω) ≤ |p| := by
  have hk : ∀ x, kinetic m x * (2 * m) = x ^ 2 := fun x =>
    div_mul_cancel₀ _ (mul_pos two_pos hm).ne'
  rw [Real.sqrt_le_iff, sq_abs]
  constructor
  · rintro ⟨q, hq⟩
    have e : (p - q) ^ 2 + 2 * m * ω = p ^ 2 := by
      linear_combination 2 * m * hq - hk (p - q) + hk p
    exact ⟨abs_nonneg p, by nlinarith [sq_nonneg (p - q)]⟩
  · rintro ⟨-, h⟩
    refine ⟨p - √(p ^ 2 - 2 * m * ω), ?_⟩
    have hs := Real.sq_sqrt (sub_nonneg.2 h)
    rw [sub_sub_cancel]
    apply mul_right_cancel₀ (mul_pos two_pos hm).ne'
    linear_combination hk √(p ^ 2 - 2 * m * ω) - hk p + hs

/-- For nonzero coupling and below the phonon energy, the self-energy decreases strictly as the
energy rises. -/
theorem selfEnergy_lt (hm : 0 < m) (hg : g ≠ 0) {E₁ E₂ : ℝ} (h : E₁ < E₂) (h2 : E₂ < ω) :
    selfEnergy m ω g p E₂ < selfEnergy m ω g p E₁ := by
  have hpos : 0 < 2 * m * (ω - E₂) := mul_pos (mul_pos two_pos hm) (sub_pos.2 h2)
  rw [selfEnergy_eq hm h2, selfEnergy_eq hm (h.trans h2)]
  exact neg_lt_neg (div_lt_div_of_pos_left (by positivity) (Real.sqrt_pos.2 hpos)
    (Real.sqrt_lt_sqrt hpos.le (by nlinarith)))

/-- For nonzero coupling and every momentum, the Brillouin-Wigner equation with the one-phonon
self-energy has exactly one solution below the phonon energy. -/
theorem brillouinWigner_existsUnique (hm : 0 < m) (hg : g ≠ 0) (p : ℝ) :
    ∃! E, E < ω ∧ E = kinetic m p + selfEnergy m ω g p E := by
  -- with u = √(2m(ω - E)) the equation is a cubic, which has a positive root
  have hroot : ∀ B C : ℝ, 0 < C → ∃ u, 0 < u ∧ u ^ 3 + B * u - C = 0 := by
    intro B C hC
    have hU : 1 ≤ 1 + |B| + C := by linarith [abs_nonneg B]
    have hend : 0 ≤ (1 + |B| + C) ^ 3 + B * (1 + |B| + C) - C := by
      have h1 : 1 + C ≤ (1 + |B| + C) ^ 2 + B := by nlinarith [neg_abs_le B]
      nlinarith [mul_le_mul hU h1 (by linarith) (by linarith)]
    have hcont : Continuous (fun u : ℝ => u ^ 3 + B * u - C) := by fun_prop
    obtain ⟨u, hu, hu0⟩ := intermediate_value_Icc (by linarith : (0 : ℝ) ≤ 1 + |B| + C)
      hcont.continuousOn (show (0 : ℝ) ∈ Icc _ _ from ⟨by norm_num; exact hC.le, hend⟩)
    have hu1 : u ^ 3 + B * u - C = 0 := hu0
    refine ⟨u, lt_of_le_of_ne hu.1 ?_, hu1⟩
    rintro rfl
    norm_num at hu1
    exact hC.ne' hu1
  obtain ⟨u, hu, hcub⟩ := hroot (2 * m * (kinetic m p - ω)) (4 * π * m ^ 2 * g ^ 2)
    (by positivity)
  obtain ⟨w, hw⟩ : ∃ w, 2 * m * w = u ^ 2 :=
    ⟨u ^ 2 / (2 * m), mul_div_cancel₀ _ (mul_pos two_pos hm).ne'⟩
  have hw0 : 0 < w := by
    by_contra h
    nlinarith [mul_nonneg hm.le (neg_nonneg.2 (not_lt.1 h)), pow_pos hu 2]
  have hsol : ω - w = kinetic m p + selfEnergy m ω g p (ω - w) := by
    rw [selfEnergy_eq hm (by linarith), sub_sub_cancel, hw, Real.sqrt_sq hu.le]
    have h : 2 * π * m * g ^ 2 / u = w + kinetic m p - ω := by
      rw [div_eq_iff hu.ne']
      apply mul_left_cancel₀ (mul_pos two_pos hm).ne'
      linear_combination -hcub - u * hw
    linarith
  refine ⟨ω - w, ⟨by linarith, hsol⟩, ?_⟩
  -- two solutions would contradict the monotonicity of the self-energy
  rintro E ⟨hE, hE'⟩
  rcases lt_trichotomy E (ω - w) with h | h | h
  · linarith [selfEnergy_lt (p := p) hm hg h (by linarith : ω - w < ω)]
  · exact h
  · linarith [selfEnergy_lt (p := p) hm hg h hE]

end

end OneDimensionalPolaron
```

```lean
#print axioms OneDimensionalPolaron.integrable_propagator
-- 'OneDimensionalPolaron.integrable_propagator' depends on axioms: [propext, Classical.choice, Quot.sound]
#print axioms OneDimensionalPolaron.polaron_selfEnergy_units
-- 'OneDimensionalPolaron.polaron_selfEnergy_units' depends on axioms: [propext, Classical.choice, Quot.sound]
#print axioms OneDimensionalPolaron.emission_iff
-- 'OneDimensionalPolaron.emission_iff' depends on axioms: [propext, Classical.choice, Quot.sound]
#print axioms OneDimensionalPolaron.brillouinWigner_existsUnique
-- 'OneDimensionalPolaron.brillouinWigner_existsUnique' depends on axioms: [propext, Classical.choice, Quot.sound]
```

### What the theorems say

`kinetic`, `selfEnergy` and `rsShift` are $\varepsilon_p$, $\Sigma(p,E)$ and $\Sigma(p,\varepsilon_p)$, with all quantities real. `polaron_selfEnergy_units` is your claim: its first half is the formula for every $|p|<\sqrt2$, and its second half is the limit, where `𝓝[<] √2` means approach from below and `atBot` means $-\infty$. `rsShift_eq` and `rsShift_tendsto_atBot` are the versions for general $m$, $\omega$ and $g$, `emission_iff` identifies the threshold, and `brillouinWigner_existsUnique` gives exactly one solution below $\omega$ for every $p$ when $g\neq0$.

The self-energy is a definition here, not derived from a Hamiltonian. Phonon dispersion, momentum-dependent coupling and multi-phonon states are absent. Lean assigns the value zero to a non-integrable integral, so `selfEnergy` should be read physically only where the integral converges, as it does for $E<\omega$.

### How the proof follows the calculation

`propagator_eq` writes the integrand as $(\omega-E)^{-1}\,[1+((p-q)/\kappa)^2]^{-1}$, and `integrable_propagator` shows that it is integrable. `selfEnergy_eq` translates by $p$, rescales by $\kappa$ and uses $\int dx/(1+x^2)=\pi$; the prefactor simplifies through $\kappa/(\omega-E)=2m/\kappa$. `rsShift_eq` inserts the free energy.

For the limit, `h0` shows that the square root tends to zero from above. Its inverse therefore tends to $+\infty$, and multiplication by a positive constant and a change of sign give $-\infty$. The closed form holds near the threshold on its lower side, which is enough to transfer the limit to `rsShift`.

In the Brillouin-Wigner proof, `hroot` applies the intermediate value theorem to the cubic $u^3+Bu-C$ on $[0,\,1+|B|+C]$. The root is converted back to an energy, and `selfEnergy_lt`, the strict decrease of $\Sigma$, rules out a second solution on either side.
